# A Cartesian Gaussian shell of degree l has (l+1)(l+2)/2 components, as many as the spherical components with angular momentum l, l−2, …

A Cartesian Gaussian of degree l is x^i y^j z^k exp(−α r²), with exponent α, r² = x² + y² + z² and natural numbers i + j + k = l; its shell is the set of all such triples. A spherical component of the shell is labelled by a pair (j, m), where j now counts factors of r², the angular momentum is l − 2j ≥ 0, and m is an integer from −(l − 2j) to l − 2j.

In Lean 4 with Mathlib:

```lean
import Mathlib

open Finset

namespace CartesianGaussianCount

/-- The exponent triples `(i, j, k)` with `i + j + k = l`, which label the Cartesian Gaussians
`x^i y^j z^k exp(-α r²)` of degree `l`. -/
def cartesianShell (l : ℕ) : Finset (ℕ × ℕ × ℕ) :=
  (range (l + 1) ×ˢ range (l + 1) ×ˢ range (l + 1)).filter
    (fun p => p.1 + p.2.1 + p.2.2 = l)

/-- The labels `(j, m)` of spherical components with angular momentum `l - 2j ≥ 0` and
magnetic number `m` between `-(l - 2j)` and `l - 2j`. -/
noncomputable def sphericalLabels (l : ℕ) : Finset (Σ _ : ℕ, ℤ) :=
  (range (l / 2 + 1)).sigma
    (fun j => Icc (-((l : ℤ) - 2 * (j : ℤ))) ((l : ℤ) - 2 * (j : ℤ)))

/-- The magnetic number `a - b` of the monomial `(x + iy)^a (x - iy)^b z^c`. -/
def magneticNumber (p : ℕ × ℕ × ℕ) : ℤ := (p.1 : ℤ) - (p.2.1 : ℤ)

/-- The complex monomial `(x + iy)^a (x - iy)^b z^c` with exponents `p = (a, b, c)`. -/
noncomputable def complexMonomial (p : ℕ × ℕ × ℕ) (x y z : ℝ) : ℂ :=
  ((x : ℂ) + y * Complex.I) ^ p.1 * ((x : ℂ) - y * Complex.I) ^ p.2.1 * (z : ℂ) ^ p.2.2

/-- A triple of natural numbers belongs to the Cartesian shell of degree `l` exactly when
its entries add up to `l`. -/
theorem mem_cartesianShell (l : ℕ) (p : ℕ × ℕ × ℕ) :
    p ∈ cartesianShell l ↔ p.1 + p.2.1 + p.2.2 = l := by
  simp only [cartesianShell, mem_filter, mem_product, mem_range]
  omega

/-- Rotating the coordinates of the point by `φ` about the z axis multiplies the complex
monomial by the phase `exp(i m φ)`, where `m` is its magnetic number. -/
theorem complexMonomial_rotate (p : ℕ × ℕ × ℕ) (x y z φ : ℝ) :
    complexMonomial p (x * Real.cos φ - y * Real.sin φ) (x * Real.sin φ + y * Real.cos φ) z
      = Complex.exp ((magneticNumber p : ℂ) * φ * Complex.I) * complexMonomial p x y z := by
  -- each of the two circular coordinates picks up a phase
  have h1 : ((x * Real.cos φ - y * Real.sin φ : ℝ) : ℂ)
      + ((x * Real.sin φ + y * Real.cos φ : ℝ) : ℂ) * Complex.I
      = Complex.exp ((φ : ℂ) * Complex.I) * ((x : ℂ) + y * Complex.I) := by
    rw [Complex.exp_mul_I]
    push_cast
    linear_combination (-(Complex.sin φ * y)) * Complex.I_sq
  have h2 : ((x * Real.cos φ - y * Real.sin φ : ℝ) : ℂ)
      - ((x * Real.sin φ + y * Real.cos φ : ℝ) : ℂ) * Complex.I
      = Complex.exp (-(φ : ℂ) * Complex.I) * ((x : ℂ) - y * Complex.I) := by
    rw [Complex.exp_mul_I, Complex.cos_neg, Complex.sin_neg]
    push_cast
    linear_combination (-(Complex.sin φ * y)) * Complex.I_sq
  -- the phases combine to the magnetic number
  have h3 : Complex.exp ((magneticNumber p : ℂ) * φ * Complex.I)
      = Complex.exp ((φ : ℂ) * Complex.I) ^ p.1
        * Complex.exp (-(φ : ℂ) * Complex.I) ^ p.2.1 := by
    rw [← Complex.exp_nat_mul, ← Complex.exp_nat_mul, ← Complex.exp_add]
    congr 1
    unfold magneticNumber
    push_cast
    ring
  unfold complexMonomial
  rw [h1, h2, h3, mul_pow, mul_pow]
  ring

/-- A label `(j, m)` is a spherical component of the degree `l` shell exactly when
`-(l - 2j) ≤ m ≤ l - 2j`, read in the integers. -/
theorem mem_sphericalLabels (l : ℕ) (q : Σ _ : ℕ, ℤ) :
    q ∈ sphericalLabels l ↔
      -((l : ℤ) - 2 * (q.1 : ℤ)) ≤ q.2 ∧ q.2 ≤ (l : ℤ) - 2 * (q.1 : ℤ) := by
  simp only [sphericalLabels, mem_sigma, mem_range, mem_Icc]
  omega

/-- For every magnetic number `m`, the complex monomials of degree `l` with that `m` are as
many as the spherical labels with that `m`. -/
theorem card_fixed_magneticNumber (l : ℕ) (m : ℤ) :
    ((cartesianShell l).filter (fun p => magneticNumber p = m)).card
      = ((sphericalLabels l).filter (fun q => q.2 = m)).card := by
  -- min(a, b) counts the factors (x + iy)(x - iy) in the monomial
  refine Finset.card_bij'
    (fun p _ => (⟨min p.1 p.2.1, (p.1 : ℤ) - (p.2.1 : ℤ)⟩ : Σ _ : ℕ, ℤ))
    (fun q _ => (q.1 + q.2.toNat, q.1 + (-q.2).toNat,
      l - 2 * q.1 - q.2.toNat - (-q.2).toNat)) ?_ ?_ ?_ ?_
  · rintro ⟨a, b, c⟩ h
    have hs : a + b + c = l := (mem_cartesianShell l _).1 (mem_filter.1 h).1
    have hm : (a : ℤ) - (b : ℤ) = m := (mem_filter.1 h).2
    refine mem_filter.2 ⟨(mem_sphericalLabels l _).2 ?_, hm⟩
    change -((l : ℤ) - 2 * ((min a b : ℕ) : ℤ)) ≤ (a : ℤ) - (b : ℤ) ∧
      (a : ℤ) - (b : ℤ) ≤ (l : ℤ) - 2 * ((min a b : ℕ) : ℤ)
    omega
  · rintro ⟨j, n⟩ h
    have hs : -((l : ℤ) - 2 * (j : ℤ)) ≤ n ∧ n ≤ (l : ℤ) - 2 * (j : ℤ) :=
      (mem_sphericalLabels l _).1 (mem_filter.1 h).1
    have hm : n = m := (mem_filter.1 h).2
    refine mem_filter.2 ⟨(mem_cartesianShell l _).2 ?_, ?_⟩
    · change (j + n.toNat) + (j + (-n).toNat) + (l - 2 * j - n.toNat - (-n).toNat) = l
      omega
    · change ((j + n.toNat : ℕ) : ℤ) - ((j + (-n).toNat : ℕ) : ℤ) = m
      omega
  · rintro ⟨a, b, c⟩ h
    simp only [mem_filter, mem_cartesianShell, Prod.mk.injEq] at h ⊢
    omega
  · rintro ⟨j, n⟩ h
    simp only [mem_filter, mem_sphericalLabels, Sigma.mk.injEq, heq_eq_eq] at h ⊢
    omega

/-- The Cartesian shell of degree `l` has as many members as there are spherical labels. -/
theorem card_cartesian_eq_spherical (l : ℕ) :
    (cartesianShell l).card = (sphericalLabels l).card := by
  have h1 : ∀ p ∈ cartesianShell l, magneticNumber p ∈ Icc (-(l : ℤ)) (l : ℤ) := by
    intro p hp
    rw [mem_cartesianShell] at hp
    rw [mem_Icc]
    unfold magneticNumber
    omega
  have h2 : ∀ q ∈ sphericalLabels l, q.2 ∈ Icc (-(l : ℤ)) (l : ℤ) := by
    intro q hq
    rw [mem_sphericalLabels] at hq
    rw [mem_Icc]
    omega
  -- sum the equality at fixed m over all m
  rw [Finset.card_eq_sum_card_fiberwise (f := magneticNumber)
      (t := Icc (-(l : ℤ)) (l : ℤ)) (fun p hp => h1 p hp),
    Finset.card_eq_sum_card_fiberwise (f := fun q : (Σ _ : ℕ, ℤ) => q.2)
      (t := Icc (-(l : ℤ)) (l : ℤ)) (fun q hq => h2 q hq)]
  exact Finset.sum_congr rfl (fun m _ => card_fixed_magneticNumber l m)

/-- Twice the number of Cartesian Gaussians of degree `l` is `(l + 1)(l + 2)`. -/
theorem two_mul_card_cartesian (l : ℕ) :
    2 * (cartesianShell l).card = (l + 1) * (l + 2) := by
  -- sort the triples by n = i + j, which leaves n + 1 choices of i
  have h : (cartesianShell l).card
      = ((range (l + 1)).sigma (fun n => range (n + 1))).card := by
    refine Finset.card_bij'
      (fun p _ => (⟨p.1 + p.2.1, p.1⟩ : Σ _ : ℕ, ℕ))
      (fun q _ => (q.2, q.1 - q.2, l - q.1)) ?_ ?_ ?_ ?_
    · rintro ⟨a, b, c⟩ h
      simp only [mem_cartesianShell, mem_sigma, mem_range] at h ⊢
      omega
    · rintro ⟨n, i⟩ h
      simp only [mem_cartesianShell, mem_sigma, mem_range] at h ⊢
      omega
    · rintro ⟨a, b, c⟩ h
      simp only [mem_cartesianShell, Prod.mk.injEq, true_and] at h ⊢
      omega
    · rintro ⟨n, i⟩ h
      simp only [mem_sigma, mem_range, Sigma.mk.injEq, heq_eq_eq, and_true] at h ⊢
      omega
  rw [h, Finset.card_sigma]
  simp only [Finset.card_range]
  clear h
  induction l with
  | zero => simp
  | succ l ih =>
    rw [Finset.sum_range_succ, mul_add, ih]
    ring

/-- The number of Cartesian Gaussians of degree `l` is `(l + 1)(l + 2)/2`, and it is also the
sum of the multiplicities `2(l - 2j) + 1` over `0 ≤ j ≤ ⌊l/2⌋`. -/
theorem card_cartesianShell (l : ℕ) :
    (cartesianShell l).card = (l + 1) * (l + 2) / 2 ∧
      (cartesianShell l).card = ∑ j ∈ range (l / 2 + 1), (2 * (l - 2 * j) + 1) := by
  constructor
  · rw [← two_mul_card_cartesian l, Nat.mul_div_cancel_left _ two_pos]
  · rw [card_cartesian_eq_spherical, sphericalLabels, Finset.card_sigma]
    refine Finset.sum_congr rfl (fun j hj => ?_)
    rw [mem_range] at hj
    rw [Int.card_Icc]
    omega

/-- The Cartesian shell of degree `l + 2` has `2(l + 2) + 1` members plus as many as the
Cartesian shell of degree `l`. -/
theorem card_contaminants (l : ℕ) :
    (cartesianShell (l + 2)).card = (2 * (l + 2) + 1) + (cartesianShell l).card := by
  have h1 := two_mul_card_cartesian (l + 2)
  have h2 := two_mul_card_cartesian l
  nlinarith

end CartesianGaussianCount
```

```lean
#print axioms CartesianGaussianCount.complexMonomial_rotate
#print axioms CartesianGaussianCount.card_cartesian_eq_spherical
#print axioms CartesianGaussianCount.card_cartesianShell
#print axioms CartesianGaussianCount.card_contaminants
```

```
'CartesianGaussianCount.complexMonomial_rotate' depends on axioms: [propext, Classical.choice, Quot.sound]
'CartesianGaussianCount.card_cartesian_eq_spherical' depends on axioms: [propext, Classical.choice, Quot.sound]
'CartesianGaussianCount.card_cartesianShell' depends on axioms: [propext, Classical.choice, Quot.sound]
'CartesianGaussianCount.card_contaminants' depends on axioms: [propext, Classical.choice, Quot.sound]
```

## Shells and labels as finite sets

`cartesianShell l` is the finite set of exponent triples. Its definition searches a box in which each entry runs from 0 to l, and `mem_cartesianShell` confirms that the box excludes nothing: membership means that the entries add up to l. The Gaussian factor is common to the whole shell and does not appear. The count is therefore the same for a primitive and for a contracted shell whose components share one radial function.

`sphericalLabels l` is the finite set of pairs (j, m). By `mem_sphericalLabels`, the inequalities −(l − 2j) ≤ m ≤ l − 2j suffice for membership, since they already force 2j ≤ l.

The main theorem, `card_cartesianShell`, states two equalities for every natural l:

N(l) = (l+1)(l+2)/2

N(l) = Σ_{j=0}^{⌊l/2⌋} (2(l − 2j) + 1)

where N(l) is the number of triples. The division is between natural numbers, but nothing is rounded, because one of two consecutive integers is even.

These are statements about labels: the spherical functions themselves, their normalisation and their linear independence are not constructed here. In electronic structure work, N(l) is the number of basis functions that one Cartesian shell with a single radial function contributes, against 2l + 1 for a pure spherical shell.

## The magnetic number of a monomial

To compare the two sets, read a triple (a, b, c) as the exponents of the complex monomial

(x + iy)^a (x − iy)^b z^c,

where i in x ± iy is the imaginary unit. Rotate the point about the z axis by an angle φ:

x′ = x cos φ − y sin φ,  y′ = x sin φ + y cos φ.

Then

x′ + iy′ = (cos φ + i sin φ)(x + iy) = e^{iφ}(x + iy)

x′ − iy′ = (cos φ − i sin φ)(x − iy) = e^{−iφ}(x − iy)

and z is unchanged. The monomial is multiplied by e^{iaφ} e^{−ibφ} = e^{imφ} with m = a − b, which is `magneticNumber`. This is `complexMonomial_rotate`. Its steps `h1` and `h2` are the two displayed identities, obtained from Euler's formula and i² = −1, and `h3` combines the phases. The theorem gives a − b its physical meaning; the counting that follows uses only the integer itself.

## Matching the two sets at fixed m

Send (a, b, c) to the label (j, m) with

j = min(a, b),  m = a − b.

The larger of a and b exceeds the smaller by |m|, so a + b = 2j + |m| and

c = l − 2j − |m|.

Since c ≥ 0, we have |m| ≤ l − 2j, so the label is allowed. Conversely, an allowed label determines the triple:

a = j + max(m, 0),  b = j + max(−m, 0),  c = l − 2j − |m|.

The two maps undo each other, so for each m there are as many monomials as labels. In `card_fixed_magneticNumber`, `Finset.card_bij'` receives both maps and asks for four checks: each map lands in the right set, and each composition is the identity. The function `toNat` plays the role of max(m, 0), and `omega` settles the integer arithmetic.

Every m that occurs lies between −l and l. `card_cartesian_eq_spherical` splits both sets by m over this interval and adds the equalities.

It would be wrong to read this matching as an identification of functions. The number min(a, b) counts factors of (x + iy)(x − iy) = x² + y², not of r². For l = 2, the monomial z² is sent to (0, 0), a label with angular momentum 2, yet

z² = (3z² − r²)/3 + r²/3

contains an s part as well as a d part. The matching preserves m and the count, but a monomial need not have the angular momentum of its label, or any definite angular momentum at all.

## Evaluating both counts

For the closed form, sort the triples by n = a + b, which runs from 0 to l. Given n, the entry i = a can be any of 0, …, n, after which b = n − i and c = l − n are fixed. Hence

N(l) = Σ_{n=0}^{l} (n + 1) = (l+1)(l+2)/2.

`two_mul_card_cartesian` proves the doubled equation, which avoids division. It first matches triples with pairs (n, i), then evaluates the sum by induction. At l = 0 both sides are 2, and the step from l to l + 1 is

(l+1)(l+2) + 2(l+2) = (l+2)(l+3).

For the second formula, the integers from −(l − 2j) to l − 2j number 2(l − 2j) + 1. Adding these over j gives the number of spherical labels, which equals N(l) by the matching. `card_cartesianShell` joins the two results.

The smallest shell, l = 0, has the single triple (0, 0, 0) and the single label (0, 0). For l = 1 both counts are 3, and for l = 2 they are 6 = 5 + 1: five d components and one s component.

## The surplus over a pure spherical shell

`card_contaminants` compares neighbouring shells of the same parity. From the doubled closed form,

2N(l+2) − 2N(l) = (l+3)(l+4) − (l+1)(l+2) = 4l + 10,

so

N(l+2) = (2(l+2) + 1) + N(l).

The first term is the number of components with the top angular momentum l + 2. The surplus N(l) is the number of lower components, often called contaminants: one for a Cartesian d shell and three for a Cartesian f shell. Physically, they span the functions r² p(x, y, z) exp(−α r²), where p is a homogeneous polynomial of degree l (or zero) and α is the exponent of the shell of degree l + 2.
